# The constrained RPA interaction of a two-band model jumps where the excluded band switches

In constrained RPA, the Hubbard interaction of a d shell is the bare interaction screened by all electronic transitions except those within the d bands. If the d orbital hybridises with another orbital, neither band is purely d. One option is a rule that selects one of them as the d band. Suppose the rule excludes the band with the larger d weight. As the orbital energies are tuned through an avoided crossing, the bands exchange character and the rule changes its choice. The energies and states vary smoothly throughout. Does the interaction?

In the model below, it does not. The Hamiltonian is

$$H(x)=\begin{pmatrix}E+x & t\\ t & E-x\end{pmatrix},$$

with mean energy $E$, hybridisation $t$ and detuning $x$; the first orbital is the d orbital. Energies are measured from an occupied level outside $H$, from which electrons are excited into the two bands. For $E>t>0$ and a bare interaction $v>0$, the constrained interaction $U(x)$ has different limits as $x\to0$ from the two sides.

```lean
import Mathlib

open Matrix Filter Topology

namespace ConstrainedRPAJump

noncomputable section
```

## Bands, weights and screening

The Hamiltonian is a real $2\times2$ matrix. Lean numbers the components from 0, so the d orbital has index 0.

```lean
/-- The two-orbital Hamiltonian with mean energy `E`, hybridisation `t` and detuning `x`;
the first orbital is the d orbital. -/
def hamiltonian (E t x : ℝ) : Matrix (Fin 2) (Fin 2) ℝ := !![E + x, t; t, E - x]
```

The eigenvalues of $H$ lie at distance $r=\sqrt{x^2+t^2}$ on either side of $E$.

```lean
/-- Half the distance between the two bands. -/
def splitting (t x : ℝ) : ℝ := √(x ^ 2 + t ^ 2)
```

A sign $\sigma$ labels the bands, with $\sigma=1$ for the upper and $\sigma=-1$ for the lower. Their energies are $E+\sigma r$. In Lean, $\sigma$ is a real number, and the theorems restrict it to these two values.

```lean
/-- The energy of the upper band (`σ = 1`) or the lower band (`σ = -1`). -/
def bandEnergy (E t x σ : ℝ) : ℝ := E + σ * splitting t x
```

For each band we take the explicit vector $(t,\ \sigma r-x)$, which is not normalised.

```lean
/-- For `t ≠ 0`, an unnormalised state vector of the band `σ = 1` or `σ = -1`. -/
def bandVector (t x σ : ℝ) : Fin 2 → ℝ := ![t, σ * splitting t x - x]
```

The d weight of a vector $\psi=(\psi_0,\psi_1)$ must therefore include the normalisation:

$$w(\psi)=\frac{\psi_0^2}{\psi_0^2+\psi_1^2}.$$

```lean
/-- The d weight of a nonzero vector: the squared first component after normalisation. -/
def dWeight (ψ : Fin 2 → ℝ) : ℝ := ψ 0 ^ 2 / (ψ 0 ^ 2 + ψ 1 ^ 2)
```

Write $w_\sigma$ for the d weight of band $\sigma$. If this band screens, its polarization is

$$p_\sigma=\frac{2w_\sigma}{E+\sigma r}.$$

This is a postulate with the form of a static RPA response. The band energy stands for the excitation energy from an occupied level at zero, the d weight for the squared transition matrix element, and the factor 2 for the resonant and antiresonant terms. The occupied level is not part of $H$ and is itself counted as d, so the transition from it into the band selected as d lies within the d bands and is excluded. The sign is chosen so that positive $p_\sigma$ means screening.

```lean
/-- The polarization from band `σ = 1` or `σ = -1`, twice its d weight over its energy, for `t ≠ 0`
and nonzero energy. -/
def polarization (E t x σ : ℝ) : ℝ :=
  2 * dWeight (bandVector t x σ) / bandEnergy E t x σ
```

The polarization reduces the bare interaction in the usual RPA way, with a single number in place of the interaction matrix: $U=v/(1+vp)$.

```lean
/-- The bare interaction `v` screened by the polarization `p`, for `1 + v * p ≠ 0`. -/
def screenedU (v p : ℝ) : ℝ := v / (1 + v * p)
```

The constrained interaction compares the two d weights, excludes the band with the larger one, and lets the other screen. At equal weights the definition keeps the upper band as the one that screens, a convention that affects only $x=0$. Away from $x=0$ a denominator may vanish, and Lean then assigns the quotient the value 0; for $E>t>0$ and $v>0$ this does not happen near $x=0$, so the limits do not depend on it.

```lean
/-- The constrained interaction: the band of larger d weight is excluded and the other one
screens. At equal weights the upper band is kept. The domain is that of `polarization`
and `screenedU`. -/
def constrainedU (E t v x : ℝ) : ℝ :=
  if dWeight (bandVector t x (-1)) < dWeight (bandVector t x 1)
  then screenedU v (polarization E t x (-1))
  else screenedU v (polarization E t x 1)
```

## The vectors are the eigenstates

Two properties of $r$ are used throughout. Since $t>0$, the sum $x^2+t^2$ is positive, so $r>0$ and $r^2=x^2+t^2$.

```lean
/-- For `t > 0` the half-splitting is positive, and its square is `x ^ 2 + t ^ 2`. -/
theorem splitting_spec {t : ℝ} (ht : 0 < t) (x : ℝ) :
    0 < splitting t x ∧ splitting t x ^ 2 = x ^ 2 + t ^ 2 :=
  ⟨Real.sqrt_pos.2 (by positivity), Real.sq_sqrt (by positivity)⟩
```

To check the eigenvectors, apply $H$ to $(t,\sigma r-x)$. The first component is

$$(E+x)t+t(\sigma r-x)=(E+\sigma r)t.$$

For the second component we need $t^2+(E-x)(\sigma r-x)=(E+\sigma r)(\sigma r-x)$. Moving the term with $E-x$ to the right leaves

$$t^2=(\sigma r+x)(\sigma r-x)=\sigma^2r^2-x^2,$$

which holds because $\sigma^2=1$ and $r^2=x^2+t^2$. The vector is nonzero because its first component is $t$. In the proof, `fin_cases` separates the two components, and `linear_combination` combines the same two identities for the second.

```lean
/-- For `t > 0` and `σ = ±1` the band vector is a nonzero eigenvector of the Hamiltonian
with the band energy as eigenvalue. -/
theorem band_eigenvector {t σ : ℝ} (ht : 0 < t) (hσ : σ ^ 2 = 1) (E x : ℝ) :
    bandVector t x σ ≠ 0 ∧
      hamiltonian E t x *ᵥ bandVector t x σ = bandEnergy E t x σ • bandVector t x σ := by
  have h := (splitting_spec ht x).2
  constructor
  · intro hz
    have h0 : t = 0 := congrFun hz 0
    exact ht.ne' h0
  · ext i
    fin_cases i
    · simp [hamiltonian, bandVector, bandEnergy, Matrix.mulVec, dotProduct, Fin.sum_univ_two]
      ring
    · simp [hamiltonian, bandVector, bandEnergy, Matrix.mulVec, dotProduct, Fin.sum_univ_two]
      linear_combination -h - splitting t x ^ 2 * hσ
```

These vectors also account for every eigenstate. Let $H\psi=\varepsilon\psi$ with $\psi\neq0$, and put $\delta=\varepsilon-E$. The two rows read

$$t\psi_1=(\delta-x)\psi_0,\qquad t\psi_0=(\delta+x)\psi_1.$$

If $\psi_0$ were zero, the first row would give $\psi_1=0$, contrary to $\psi\neq0$. Multiplying the second row by $t$ and inserting the first gives

$$t^2\psi_0=(\delta+x)(\delta-x)\psi_0,$$

so $\delta^2=x^2+t^2=r^2$ and $\delta=\pm r$. The first row also fixes the ratio $\psi_1/\psi_0=(\delta-x)/t$, and hence

$$w(\psi)=\frac{t^2}{t^2+(\delta-x)^2},$$

which is the d weight of the explicit vector with $\sigma r=\delta$. The choice of eigenvector thus has no influence on the weight. In Lean, `hδ` is the equation for $\delta^2$, and `key` is the statement about the weight, proved by clearing denominators.

```lean
/-- For `t > 0` every eigenvector of the Hamiltonian has the energy and the d weight of
the upper or of the lower band. -/
theorem bands_complete {E t x ε : ℝ} {ψ : Fin 2 → ℝ} (ht : 0 < t) (hψ : ψ ≠ 0)
    (h : hamiltonian E t x *ᵥ ψ = ε • ψ) :
    ∃ σ : ℝ, (σ = 1 ∨ σ = -1) ∧ ε = bandEnergy E t x σ ∧
      dWeight ψ = dWeight (bandVector t x σ) := by
  have h0 := congrFun h 0
  have h1 := congrFun h 1
  simp [hamiltonian, Matrix.mulVec, dotProduct, Fin.sum_univ_two] at h0 h1
  have hψ0 : ψ 0 ≠ 0 := by
    intro hz
    rw [hz] at h0
    have h2 : t * ψ 1 = 0 := by linarith
    have h3 := (mul_eq_zero.1 h2).resolve_left ht.ne'
    apply hψ
    ext i
    fin_cases i
    · simpa using hz
    · simpa using h3
  -- the secular equation
  have hδ : (ε - E) ^ 2 = splitting t x ^ 2 := by
    rw [(splitting_spec ht x).2]
    apply mul_left_cancel₀ hψ0
    linear_combination -(ε - E + x) * h0 - t * h1
  -- the energy fixes the ratio of the components, hence the d weight
  have key : ∀ σ : ℝ, ε = bandEnergy E t x σ →
      dWeight ψ = dWeight (bandVector t x σ) := by
    intro σ hσ
    have e : σ * splitting t x = ε - E := by
      rw [hσ, bandEnergy]
      ring
    change ψ 0 ^ 2 / (ψ 0 ^ 2 + ψ 1 ^ 2) = t ^ 2 / (t ^ 2 + (σ * splitting t x - x) ^ 2)
    rw [e, div_eq_div_iff (by positivity) (by positivity)]
    linear_combination -((ε - E - x) * ψ 0 + t * ψ 1) * h0
  rcases sq_eq_sq_iff_eq_or_eq_neg.1 hδ with hp | hm
  · have he : ε = bandEnergy E t x 1 := by
      rw [bandEnergy]
      linarith
    exact ⟨1, Or.inl rfl, he, key 1 he⟩
  · have he : ε = bandEnergy E t x (-1) := by
      rw [bandEnergy]
      linarith
    exact ⟨-1, Or.inr rfl, he, key (-1) he⟩
```

## Which band is excluded

The d weight takes a simple form. The squared norm of the explicit vector is

$$t^2+(\sigma r-x)^2=2r^2-2\sigma rx=2r(r-\sigma x),$$

while $t^2=r^2-x^2=(r-\sigma x)(r+\sigma x)$. Since $r>|x|$, the common factor cancels:

$$w_\sigma=\frac{r+\sigma x}{2r}.$$

Lean proves the equality by cross-multiplication, again using $r^2=x^2+t^2$ and $\sigma^2=1$.

```lean
/-- For `t > 0` and `σ = ±1` the d weight of band `σ` is `(r + σ x) / (2 r)`, where `r` is
the half-splitting. -/
theorem dWeight_band {t σ : ℝ} (ht : 0 < t) (hσ : σ ^ 2 = 1) (x : ℝ) :
    dWeight (bandVector t x σ) = (splitting t x + σ * x) / (2 * splitting t x) := by
  obtain ⟨hr, h⟩ := splitting_spec ht x
  change t ^ 2 / (t ^ 2 + (σ * splitting t x - x) ^ 2) = _
  rw [div_eq_div_iff (by positivity) (by positivity)]
  linear_combination (σ * x - splitting t x) * h +
    (2 * splitting t x * x ^ 2 - (splitting t x + σ * x) * splitting t x ^ 2) * hσ
```

The upper band has the larger weight when $(r-x)/(2r)<(r+x)/(2r)$, that is, when $x>0$. For $x<0$ the lower band has the larger weight, so the excluded band changes at $x=0$. The proof inserts the two weights, removes the common positive denominator, and leaves a linear inequality.

```lean
/-- For `t > 0` the upper band has the larger d weight exactly when `x > 0`. -/
theorem upper_excluded_iff {t : ℝ} (ht : 0 < t) (x : ℝ) :
    dWeight (bandVector t x (-1)) < dWeight (bandVector t x 1) ↔ 0 < x := by
  have hr := (splitting_spec ht x).1
  rw [dWeight_band ht (by norm_num), dWeight_band ht (by norm_num),
    div_lt_div_iff_of_pos_right (by positivity)]
  constructor <;> intro h <;> linarith
```

## Each band alone gives a continuous passage

Now keep one band $\sigma$ as the screening band on both sides of $x=0$. As $x\to0$, continuity of the square root gives $r\to t$, so

$$w_\sigma\to\frac12,\qquad p_\sigma\to\frac{1}{E+\sigma t},$$

and therefore

$$U\to\frac{v}{1+v/(E+\sigma t)}=\frac{v(E+\sigma t)}{E+\sigma t+v}.$$

The theorem assumes $E+\sigma t>0$, meaning that the excitation energy of the kept band is positive at $x=0$. In Lean, `Tendsto` with `𝓝 0` expresses the two-sided limit and includes the point $x=0$ itself, so the value there equals the limit. The step `hr` gives $r\to t$, `hw` gives $2w_\sigma\to1$, and `hlim` assembles the limit of the quotient. The last lines identify this quotient with the screened interaction through the weight formula.

```lean
/-- If band `σ = ±1` is kept throughout, its energy at `x = 0` is positive and `t, v > 0`, then the
screened interaction tends to `v (E + σ t) / (E + σ t + v)` as `x` tends to 0. -/
theorem fixed_band_limit {E t v σ : ℝ} (ht : 0 < t) (hv : 0 < v) (hσ : σ ^ 2 = 1)
    (hE : 0 < E + σ * t) :
    Tendsto (fun x => screenedU v (polarization E t x σ)) (𝓝 0)
      (𝓝 (v * (E + σ * t) / (E + σ * t + v))) := by
  have hc : Continuous (splitting t) :=
    Real.continuous_sqrt.comp (by fun_prop : Continuous fun x : ℝ => x ^ 2 + t ^ 2)
  have hr : Tendsto (fun x => splitting t x) (𝓝 0) (𝓝 t) := by
    have h0 : splitting t 0 = t := by simp [splitting, Real.sqrt_sq ht.le]
    have h := hc.tendsto 0
    rwa [h0] at h
  have hx : Tendsto (fun x : ℝ => x) (𝓝 0) (𝓝 0) := tendsto_id
  -- at zero detuning both bands are half d
  have hw : Tendsto (fun x => 2 * ((splitting t x + σ * x) / (2 * splitting t x)))
      (𝓝 0) (𝓝 1) := by
    have h := ((hr.add (hx.const_mul σ)).div (hr.const_mul 2)
      (by positivity : 2 * t ≠ 0)).const_mul 2
    have e : 2 * ((t + σ * 0) / (2 * t)) = 1 := by
      rw [mul_zero, add_zero]
      field_simp
    rwa [e] at h
  have hpos : 0 < 1 + v * (1 / (E + σ * t)) := by
    have := mul_pos hv (one_div_pos.2 hE)
    linarith
  have hlim := (tendsto_const_nhds (x := v)).div ((tendsto_const_nhds (x := (1 : ℝ))).add
    ((hw.div ((tendsto_const_nhds (x := E)).add (hr.const_mul σ)) hE.ne').const_mul v))
    hpos.ne'
  have e : v * (E + σ * t) / (E + σ * t + v) = v / (1 + v * (1 / (E + σ * t))) := by
    have ha : (E + σ * t) * (1 / (E + σ * t)) = 1 := mul_one_div_cancel hE.ne'
    rw [div_eq_div_iff (add_pos hE hv).ne' hpos.ne']
    linear_combination v ^ 2 * ha
  rw [e]
  refine hlim.congr (fun x => ?_)
  rw [screenedU, polarization, bandEnergy, dWeight_band ht hσ]
  rfl
```

## The two one-sided limits

For $x>0$ the upper band is excluded and the lower one screens; for $x<0$ the roles are reversed. Setting $\sigma=-1$ and $\sigma=1$ in the previous limit gives

$$\lim_{x\to0^+}U(x)=\frac{v(E-t)}{E-t+v},\qquad
\lim_{x\to0^-}U(x)=\frac{v(E+t)}{E+t+v}.$$

The condition $E>t$ makes both band energies positive at $x=0$. The filters `𝓝[>] 0` and `𝓝[<] 0` stand for the approaches from above and below. In each half of the proof, the fixed-band limit is restricted to one side, where `upper_excluded_iff` selects the matching branch of `constrainedU`.

```lean
/-- For `E > t > 0` and `v > 0` the constrained interaction tends to
`v (E - t) / (E - t + v)` as `x` tends to 0 from above, and to
`v (E + t) / (E + t + v)` as `x` tends to 0 from below. -/
theorem constrainedU_limits {E t v : ℝ} (ht : 0 < t) (hE : t < E) (hv : 0 < v) :
    Tendsto (constrainedU E t v) (𝓝[>] 0) (𝓝 (v * (E - t) / (E - t + v))) ∧
    Tendsto (constrainedU E t v) (𝓝[<] 0) (𝓝 (v * (E + t) / (E + t + v))) := by
  constructor
  · -- above zero the lower band screens
    have h := fixed_band_limit (E := E) (σ := -1) ht hv (by norm_num) (by linarith)
    have e : E + -1 * t = E - t := by ring
    rw [e] at h
    refine (h.mono_left nhdsWithin_le_nhds).congr' ?_
    filter_upwards [self_mem_nhdsWithin] with x hx
    exact (if_pos ((upper_excluded_iff ht x).2 hx)).symm
  · -- below zero the upper band screens
    have h := fixed_band_limit (E := E) (σ := 1) ht hv (by norm_num) (by linarith)
    have e : E + 1 * t = E + t := by ring
    rw [e] at h
    refine (h.mono_left nhdsWithin_le_nhds).congr' ?_
    filter_upwards [self_mem_nhdsWithin] with x hx
    exact (if_neg (fun h' => lt_asymm ((upper_excluded_iff ht x).1 h') hx)).symm
```

## The size of the jump

Over the common denominator, the difference of the limits has the numerator

$$v(E+t)(E-t+v)-v(E-t)(E+t+v)=v^2\big[(E+t)-(E-t)\big]=2tv^2,$$

so the limit from below is larger by

$$\frac{2tv^2}{(E+t+v)(E-t+v)}>0.$$

Both bands are half d at $x=0$, so the jump comes from their energy difference $2t$: exciting an electron into the lower band costs less energy, so this band screens more strongly. The theorem states both the formula and its sign.

```lean
/-- For `E > t > 0` and `v > 0` the limit from below exceeds the limit from above by the
positive amount `2 t v ^ 2 / ((E + t + v) (E - t + v))`. -/
theorem jump_size {E t v : ℝ} (ht : 0 < t) (hE : t < E) (hv : 0 < v) :
    v * (E + t) / (E + t + v) - v * (E - t) / (E - t + v)
      = 2 * t * v ^ 2 / ((E + t + v) * (E - t + v)) ∧
    0 < 2 * t * v ^ 2 / ((E + t + v) * (E - t + v)) := by
  have h1 : 0 < E + t + v := by linarith
  have h2 : 0 < E - t + v := by linarith
  constructor
  · rw [div_sub_div _ _ h1.ne' h2.ne']
    congr 1
    ring
  · exact div_pos (by positivity) (mul_pos h1 h2)
```

A two-sided limit $L$ would have to equal both one-sided limits, and these differ. The filter `𝓝[≠] 0` leaves out the point $x=0$ itself, so no other convention for equal weights could restore a limit. The proof restricts the supposed limit to each side, applies uniqueness of limits twice, and contradicts the positive jump.

```lean
/-- For `E > t > 0` and `v > 0` the constrained interaction has no two-sided limit at
`x = 0`, whatever value is assigned at `x = 0` itself. -/
theorem no_two_sided_limit {E t v : ℝ} (ht : 0 < t) (hE : t < E) (hv : 0 < v) :
    ¬ ∃ L : ℝ, Tendsto (constrainedU E t v) (𝓝[≠] 0) (𝓝 L) := by
  rintro ⟨L, hL⟩
  obtain ⟨ha, hb⟩ := constrainedU_limits ht hE hv
  have h1 := tendsto_nhds_unique ha
    (hL.mono_left (nhdsWithin_mono 0 (fun _ hx => ne_of_gt hx)))
  have h2 := tendsto_nhds_unique hb
    (hL.mono_left (nhdsWithin_mono 0 (fun _ hx => ne_of_lt hx)))
  obtain ⟨h3, h4⟩ := jump_size ht hE hv
  linarith

end

end ConstrainedRPAJump
```

```lean
#print axioms ConstrainedRPAJump.band_eigenvector
#print axioms ConstrainedRPAJump.bands_complete
#print axioms ConstrainedRPAJump.no_two_sided_limit
```

```
'ConstrainedRPAJump.band_eigenvector' depends on axioms: [propext, Classical.choice, Quot.sound]
'ConstrainedRPAJump.bands_complete' depends on axioms: [propext, Classical.choice, Quot.sound]
'ConstrainedRPAJump.no_two_sided_limit' depends on axioms: [propext, Classical.choice, Quot.sound]
```

This model, with static, scalar screening and a fixed bare interaction, shows that selecting the excluded band by its d weight can make a computed Hubbard $U$ discontinuous even though the Hamiltonian changes smoothly. The model has a single pair of bands and no crystal momentum, so it leaves open whether a jump survives a sum over the Brillouin zone, and how large it would be.
